# In a lattice mean-field superconductor, an on-site gap D_j = −g⟨P_j⟩ with real g has zero mean particle source

## Can a pair field change the particle number on average?

Take a single site that is either empty, |0⟩, or doubly occupied, |2⟩ = P†|0⟩, where P = c↓c↑ removes a pair. With a real pair field D, let

H = D(P† + P), ψ = (|0⟩ + e^{iθ}|2⟩)/√2.

The pair amplitude is ⟨P⟩ = e^{iθ}/2, and with ħ = 1 the particle number changes at the rate

d⟨n⟩/dt = −2D sin θ.

There is no neighbour to supply these particles. The source vanishes when D and ⟨P⟩ have the same phase up to a sign, which is what a self-consistent gap D = −g⟨P⟩ with real g provides.

I believe that the same holds site by site on a finite lattice with hopping: i[H, n_j] is a sum of bond currents plus a pair source, and self-consistency removes the mean of the source. I would like to see this as a full proof from the anticommutation relations, checked by Lean. How does it go?

## The gap equation makes conj(D_j)⟨P_j⟩ real

### From anticommutators to the continuity equation

Let c_is annihilate an electron on site i with spin s, and define

K_ik = Σ_s c_is† c_ks, n_j = K_jj, P_j = c_j↓ c_j↑,

H = Σ_ik t_ik K_ik + Σ_k (D_k P_k† + conj(D_k) P_k).

Moving c_is through one term of n_j gives

c_is c_jr† c_jr = δ_ij δ_sr c_jr − c_jr† c_is c_jr = δ_ij δ_sr c_jr + c_jr† c_jr c_is.

Summing over r, and then taking the adjoint, gives

[c_is, n_j] = δ_ij c_is, [c_is†, n_j] = −δ_ij c_is†.

The product rule [ab, n] = a[b, n] + [a, n]b now yields

[K_ik, n_j] = (δ_kj − δ_ij) K_ik,

[P_k, n_j] = 2δ_kj P_k, [P_k†, n_j] = −2δ_kj P_k†.

Insert these into H, rename the summation index and multiply by the imaginary unit, written i outside subscripts:

i[H, n_j] = Σ_k J_kj + S_j,

J_kj = i(t_kj K_kj − t_jk K_jk) = −J_jk,

S_j = 2i(conj(D_j) P_j − D_j P_j†).

For an expectation value φ with φ(a†) = conj(φ(a)), set z = conj(D_j) φ(P_j). Then

φ(S_j) = 2i(z − conj(z)) = −4 Im z.

If D_j = −g φ(P_j) with g real, then z = −g|φ(P_j)|² is real and the mean source is zero. A complex g would leave −4 Im(g)|φ(P_j)|².

On a single site the only current is J_jj = 0, so the source is the whole of i[H, n_j]. For the state ψ above, z = D e^{iθ}/2, which reproduces −2D sin θ.

### What the Lean statements say

The type `ι` labels the sites, and `Fin 2` labels the spin, with 0 for up and 1 for down. The operators live in a ring `A` with an adjoint `star` and complex scalars. The structure `CAR c` holds the anticommutation relations, which express Fermi statistics. `hop c i k` is K_ik, a hop from k to i, and `number`, `pair`, `bondCurrent t c k j` and `pairSource` are n_j, P_j, J_kj and S_j.

`continuity` is the operator identity for a finite set of sites, and `bondCurrent_antisymm` says that what enters one site leaves the other. `mean_pairSource` gives −4 Im(conj(D_j)φ(P_j)), and `selfconsistent_continuity` concludes that the mean of i[H, n_j] is the sum of the mean bond currents.

The matrix `t` is arbitrary in these theorems. It must be Hermitian for H to be a physical Hamiltonian and for i[H, n_j] to be read as a rate of change. The functional `φ` is linear, and its compatibility with adjoints is the hypothesis `hφ`; φ(a) = Tr(ρa) with a Hermitian density matrix ρ satisfies it. Neither positivity nor normalisation is used, and `φ` need not be an eigenstate or thermal state of H.

The gap equation `hD` is assumed, on site j only. It stands for the pairing part of the mean-field decoupling of an on-site interaction −g n_j↑ n_j↓, whose strength g is real because the interaction is Hermitian. The existence of a self-consistent solution is a separate question. The model has spin-independent hopping and on-site pairing only.

In a Bogoliubov–de Gennes simulation of this finite mean-field model with Hermitian `t`, −4 Im(conj(D_j)⟨P_j⟩) is the part of d⟨n_j⟩/dt that the bond currents do not supply. It can be nonzero when the gap is imposed or unconverged; in a stationary state the bond currents then carry it away from site j.

```lean
import Mathlib

open scoped Kronecker Matrix

namespace BdGContinuity

noncomputable section

variable {ι A : Type*} [DecidableEq ι] [Ring A] [StarRing A]

/-- Canonical anticommutation relations for `c i s`, which annihilates an electron on site `i`
with spin `s` (`0` is up, `1` is down). -/
structure CAR (c : ι → Fin 2 → A) : Prop where
  anti : ∀ i j s r, c i s * c j r + c j r * c i s = 0
  mixed : ∀ i j s r, c i s * star (c j r) + star (c j r) * c i s =
    if i = j ∧ s = r then 1 else 0

/-- Spin-summed hop from site `k` to site `i`. -/
def hop (c : ι → Fin 2 → A) (i k : ι) : A := ∑ s, star (c i s) * c k s

/-- Particle number on site `j`, summed over spin. -/
def number (c : ι → Fin 2 → A) (j : ι) : A := hop c j j

/-- The on-site pair operator: spin down times spin up. -/
def pair (c : ι → Fin 2 → A) (j : ι) : A := c j 1 * c j 0

/-- If `c` satisfies `CAR`, these are the commutators of the annihilation and creation operators
with the number on site `j`. -/
theorem mode_comm_number {c : ι → Fin 2 → A} (h : CAR c) (i j : ι) (s : Fin 2) :
    c i s * number c j - number c j * c i s = (if i = j then c i s else 0) ∧
    star (c i s) * number c j - number c j * star (c i s) =
      -(if i = j then star (c i s) else 0) := by
  have key : ∀ r, c i s * (star (c j r) * c j r) - star (c j r) * c j r * c i s =
      (if i = j ∧ s = r then 1 else 0) * c j r := by
    intro r
    rw [← h.mixed i j s r]
    linear_combination (norm := noncomm_ring) -(star (c j r)) * h.anti i j s r
  have e : c i s * number c j - number c j * c i s = if i = j then c i s else 0 := by
    unfold number hop
    rw [Fin.sum_univ_two, mul_add, add_mul, add_sub_add_comm, key 0, key 1]
    by_cases hij : i = j
    · subst hij
      fin_cases s <;> simp
    · simp [hij]
  refine ⟨e, ?_⟩
  -- the creation operator follows by taking adjoints
  have hn : star (number c j) = number c j := by
    simp only [number, hop, star_sum, star_mul, star_star]
  have e' := congrArg star e
  rw [star_sub, star_mul, star_mul, hn] at e'
  rw [← neg_sub, e']
  split_ifs <;> simp

/-- If `c` satisfies `CAR`, a hop from `k` to `i` changes the number on site `j` only if `j` is one
of its ends. -/
theorem hop_comm_number {c : ι → Fin 2 → A} (h : CAR c) (i k j : ι) :
    hop c i k * number c j - number c j * hop c i k =
      (if k = j then hop c i k else 0) - (if i = j then hop c i k else 0) := by
  have key : ∀ s, star (c i s) * c k s * number c j - number c j * (star (c i s) * c k s) =
      (if k = j then star (c i s) * c k s else 0) -
        (if i = j then star (c i s) * c k s else 0) := by
    intro s
    calc _ = star (c i s) * (c k s * number c j - number c j * c k s) +
          (star (c i s) * number c j - number c j * star (c i s)) * c k s := by noncomm_ring
      _ = _ := by
        rw [(mode_comm_number h k j s).1, (mode_comm_number h i j s).2]
        split_ifs <;> simp [sub_eq_add_neg]
  simp only [hop, Fin.sum_univ_two, add_mul, mul_add, add_sub_add_comm, key]
  split_ifs <;> abel

variable [Algebra ℂ A]

/-- If `c` satisfies `CAR`, the pair operator removes two particles from its site, and its adjoint
adds two. -/
theorem pair_comm_number {c : ι → Fin 2 → A} (h : CAR c) (k j : ι) :
    pair c k * number c j - number c j * pair c k =
      (if k = j then (2 : ℂ) • pair c k else 0) ∧
    star (pair c k) * number c j - number c j * star (pair c k) =
      -(if k = j then (2 : ℂ) • star (pair c k) else 0) := by
  have der : ∀ a b n : A, a * b * n - n * (a * b) =
      a * (b * n - n * b) + (a * n - n * a) * b := by
    intro a b n
    noncomm_ring
  constructor
  · rw [pair, der, (mode_comm_number h k j 0).1, (mode_comm_number h k j 1).1]
    split_ifs <;> simp [two_smul]
  · rw [pair, star_mul, der, (mode_comm_number h k j 0).2, (mode_comm_number h k j 1).2]
    split_ifs <;> simp [two_smul]

/-- The mean-field Hamiltonian with hopping matrix `t` and on-site pair field `D`. -/
def hamiltonian [Fintype ι] (t : Matrix ι ι ℂ) (D : ι → ℂ) (c : ι → Fin 2 → A) : A :=
  (∑ i, ∑ k, t i k • hop c i k) + ∑ k, (D k • star (pair c k) + star (D k) • pair c k)

/-- The particle current on the bond from site `k` into site `j`. -/
def bondCurrent (t : Matrix ι ι ℂ) (c : ι → Fin 2 → A) (k j : ι) : A :=
  Complex.I • (t k j • hop c k j - t j k • hop c j k)

/-- The rate at which the pair field feeds particles into site `j`. -/
def pairSource (D : ι → ℂ) (c : ι → Fin 2 → A) (j : ι) : A :=
  (2 * Complex.I) • (star (D j) • pair c j - D j • star (pair c j))

omit [DecidableEq ι] in
/-- The bond current changes sign when the two sites are exchanged. -/
theorem bondCurrent_antisymm (t : Matrix ι ι ℂ) (c : ι → Fin 2 → A) (k j : ι) :
    bondCurrent t c k j = -bondCurrent t c j k := by
  rw [bondCurrent, bondCurrent, ← smul_neg, neg_sub]

/-- Continuity equation: if `c` satisfies `CAR`, `i[H, n_j]` is the sum of the bond currents into
site `j` plus the source due to the pair field. -/
theorem continuity [Fintype ι] {c : ι → Fin 2 → A} (h : CAR c) (t : Matrix ι ι ℂ)
    (D : ι → ℂ) (j : ι) :
    Complex.I • (hamiltonian t D c * number c j - number c j * hamiltonian t D c) =
      ∑ k, bondCurrent t c k j + pairSource D c j := by
  -- hopping part
  have hT : (∑ i, ∑ k, t i k • hop c i k) * number c j -
      number c j * (∑ i, ∑ k, t i k • hop c i k) =
      ∑ k, (t k j • hop c k j - t j k • hop c j k) := by
    simp only [Finset.sum_mul, Finset.mul_sum, ← Finset.sum_sub_distrib, smul_mul_assoc,
      mul_smul_comm, ← smul_sub, hop_comm_number h]
    simp only [smul_sub, smul_ite, smul_zero, Finset.sum_sub_distrib]
    congr 1
    · simp
    · rw [Finset.sum_comm]
      simp
  -- pairing part
  have hV : ∀ k, (D k • star (pair c k) + star (D k) • pair c k) * number c j -
      number c j * (D k • star (pair c k) + star (D k) • pair c k) =
      if k = j then (2 : ℂ) • (star (D k) • pair c k - D k • star (pair c k)) else 0 := by
    intro k
    calc _ = D k • (star (pair c k) * number c j - number c j * star (pair c k)) +
          star (D k) • (pair c k * number c j - number c j * pair c k) := by
            simp only [add_mul, mul_add, smul_mul_assoc, mul_smul_comm, smul_sub]
            abel
      _ = _ := by
        rw [(pair_comm_number h k j).1, (pair_comm_number h k j).2]
        split_ifs
        · module
        · simp
  rw [hamiltonian, add_mul, mul_add, add_sub_add_comm, hT, Finset.sum_mul, Finset.mul_sum,
    ← Finset.sum_sub_distrib, Finset.sum_congr rfl (fun k _ => hV k), Finset.sum_ite_eq',
    if_pos (Finset.mem_univ j), smul_add, Finset.smul_sum, smul_smul, mul_comm Complex.I 2]
  rfl

omit [DecidableEq ι] in
/-- For a linear expectation value `φ` that takes adjoints to complex conjugates, the mean source
on site `j` is `-4 Im (conj D_j ⟨P_j⟩)`. -/
theorem mean_pairSource (φ : A →ₗ[ℂ] ℂ) (hφ : ∀ a, φ (star a) = star (φ a))
    (D : ι → ℂ) (c : ι → Fin 2 → A) (j : ι) :
    φ (pairSource D c j) = ((-4 * (star (D j) * φ (pair c j)).im : ℝ) : ℂ) := by
  simp only [pairSource, map_smul, map_sub, smul_eq_mul, hφ]
  apply Complex.ext <;> simp
  ring

/-- If `c` satisfies `CAR`, the gap equation `D_j = -g ⟨P_j⟩` holds on site `j` with real `g`, and
`φ` takes adjoints to complex conjugates, the mean of `i[H, n_j]` is the sum of the mean bond
currents. -/
theorem selfconsistent_continuity [Fintype ι] {c : ι → Fin 2 → A} (h : CAR c)
    (t : Matrix ι ι ℂ) (D : ι → ℂ) (φ : A →ₗ[ℂ] ℂ) (hφ : ∀ a, φ (star a) = star (φ a))
    (j : ι) (g : ℝ) (hD : D j = -(g : ℂ) * φ (pair c j)) :
    φ (Complex.I • (hamiltonian t D c * number c j - number c j * hamiltonian t D c)) =
      ∑ k, φ (bondCurrent t c k j) := by
  -- the product of `conj D_j` and the pair amplitude is real
  have h0 : (star (D j) * φ (pair c j)).im = 0 := by
    rw [hD]
    simp only [Complex.star_def, Complex.mul_im, Complex.conj_re, Complex.conj_im,
      Complex.mul_re, Complex.neg_re, Complex.neg_im, Complex.ofReal_re, Complex.ofReal_im]
    ring
  rw [continuity h, map_add, map_sum, mean_pairSource φ hφ, h0, mul_zero, Complex.ofReal_zero,
    add_zero]

/-- Annihilation matrix of a single fermionic mode. -/
def lower : Matrix (Fin 2) (Fin 2) ℂ := !![0, 1; 0, 0]

/-- Parity matrix of a single fermionic mode. -/
def parity : Matrix (Fin 2) (Fin 2) ℂ := !![1, 0; 0, -1]

/-- Jordan-Wigner annihilation matrices for two sites with spin. -/
def twoSiteMode : Fin 2 → Fin 2 →
    Matrix (Fin 2 × Fin 2 × Fin 2 × Fin 2) (Fin 2 × Fin 2 × Fin 2 × Fin 2) ℂ :=
  ![![lower ⊗ₖ (1 ⊗ₖ (1 ⊗ₖ 1)), parity ⊗ₖ (lower ⊗ₖ (1 ⊗ₖ 1))],
    ![parity ⊗ₖ (parity ⊗ₖ (lower ⊗ₖ 1)), parity ⊗ₖ (parity ⊗ₖ (parity ⊗ₖ lower))]]

set_option maxHeartbeats 400000 in
/-- The two-site Jordan-Wigner matrices satisfy the canonical anticommutation relations. -/
theorem CAR_witness : CAR twoSiteMode := by
  have hb : lowerᴴ = !![0, 0; 1, 0] := by
    ext i j
    fin_cases i <;> fin_cases j <;> simp [lower, Matrix.conjTranspose_apply]
  have hz : parityᴴ = parity := by
    ext i j
    fin_cases i <;> fin_cases j <;> simp [parity, Matrix.conjTranspose_apply]
  -- relations of a single mode
  have hr : lower * lower = 0 ∧ lower * lowerᴴ + lowerᴴ * lower = 1 ∧
      lower * parity + parity * lower = 0 ∧ parity * lower + lower * parity = 0 ∧
      parity * lowerᴴ + lowerᴴ * parity = 0 ∧ parity * parity = 1 := by
    rw [hb]
    refine ⟨?_, ?_, ?_, ?_, ?_, ?_⟩ <;> ext i j <;> fin_cases i <;> fin_cases j <;>
      simp [lower, parity, Matrix.mul_apply, Fin.sum_univ_succ]
  obtain ⟨h1, h2, h3, h4, h5, h6⟩ := hr
  -- products and sums are taken factor by factor
  constructor <;> intro i j s r <;> fin_cases i <;> fin_cases j <;> fin_cases s <;>
    fin_cases r <;>
    simp [twoSiteMode, Matrix.star_eq_conjTranspose, Matrix.conjTranspose_kronecker, hz,
      ← Matrix.mul_kronecker_mul, ← Matrix.add_kronecker, ← Matrix.kronecker_add,
      h1, h2, h3, h4, h5, h6]

end

end BdGContinuity
```

```lean
#print axioms BdGContinuity.bondCurrent_antisymm
-- 'BdGContinuity.bondCurrent_antisymm' depends on axioms: [propext, Classical.choice, Quot.sound]
#print axioms BdGContinuity.selfconsistent_continuity
-- 'BdGContinuity.selfconsistent_continuity' depends on axioms: [propext, Classical.choice, Quot.sound]
```

### How the lemmas follow the calculation

`mode_comm_number` moves c_is through n_j. Its step `key` replaces the Kronecker delta by the mixed anticommutator and uses `linear_combination` with the relation `anti`, multiplied by −c_jr†. The creation-operator half comes from applying `star` to the first half.

`hop_comm_number` and `pair_comm_number` apply the product rule, written out in a `calc` step and in `der` respectively. The case splits on site equality evaluate the deltas.

In `continuity`, `hT` collects the hopping commutators; `Finset.sum_comm` exchanges the two site sums so that one delta can be summed away. `hV` shows that the pair term on site k contributes only for k = j. The final rewriting adds the two parts and multiplies by i.

`mean_pairSource` compares real and imaginary parts through `Complex.ext`. In `selfconsistent_continuity`, `h0` proves that Im z = 0 after the gap equation is substituted, and the source drops out of the averaged continuity equation.

`CAR_witness` gives a concrete realisation of the relations: Jordan–Wigner matrices for two sites with spin, acting on a 16-dimensional space. The proof first establishes the relations of the 2 × 2 matrices `lower` and `parity`, then checks every combination of sites and spins factor by factor in the Kronecker products.
